# For a Hermitian matrix with no eigenvalue of modulus r, the n-point circle average of z G(z) equals (1 − (H/r)ⁿ)⁻¹ and tends to the projector onto the eigenspaces inside

Q: I have the one-electron Hamiltonian of a molecule and want the projector onto the levels within $r$ of some energy, without computing those levels first. I measure energies from that point, so the levels I want satisfy $|\lambda|<r$. The contour integral $\frac{1}{2\pi i}\oint G(z)\,dz$ of $G(z)=(z-H)^{-1}$ would do it, but I can afford only $n$ points. What does the finite sum give?

A: On $z=re^{i\theta}$ we have $dz=iz\,d\theta$, so equally spaced points $z_k=re^{2\pi ik/n}$, $0\le k<n$, give
$$F_n=\frac1n\sum_{k<n}z_kG(z_k).$$
The integral only motivates the weight $z_k$; the theorems concern this sum. If no eigenvalue has modulus $r$, every $G(z_k)$ exists, and $F_n$ has a closed form.

Q: Show me by hand.

A: First, $z_k^n=r^n$. With $\omega=e^{2\pi i/n}$ and $0<j<n$ we have $\omega^j\ne1$, so
$$\sum_{k<n}z_k^j=r^j\,\frac{1-\omega^{jn}}{1-\omega^j}=0.$$
Next, $(z-H)\sum_{j<n}z^jH^{n-1-j}=z^n-H^n$. Multiplying by $zG(z)$ gives
$$zG(z)(z^n-H^n)=\sum_{j<n}z^{j+1}H^{n-1-j}.$$
At every node the bracket is the same matrix, $r^n-H^n$. Averaging over $k$ removes all terms except $j=n-1$:
$$F_n(r^n-H^n)=r^n,\qquad\text{so}\qquad F_n\bigl(1-(H/r)^n\bigr)=1.$$
For square matrices a left inverse is the inverse, hence $F_n=(1-(H/r)^n)^{-1}$. At $n=1$ this is just $rG(r)=(1-H/r)^{-1}$.

Q: And the projector?

A: If $Hv=zv$ with $v\neq0$, then $F_nv=(1-(z/r)^n)^{-1}v$. For $|z|<r$ the factor tends to 1. For $|z|>r$ it equals $(r/z)^n/((r/z)^n-1)$, which tends to 0. A Hermitian $H$ has orthonormal eigenvectors $u_i$ with real eigenvalues $\lambda_i$ and $\sum_i|u_i\rangle\langle u_i|=1$, so
$$F_n=\sum_iF_n|u_i\rangle\langle u_i|\;\longrightarrow\;P=\sum_{|\lambda_i|<r}|u_i\rangle\langle u_i|.$$

Q: Now the formal version. Is its Green's function mine?

In Lean 4 with Mathlib:

```lean
import Mathlib

open Matrix Filter Topology

namespace ContourFilter

noncomputable section

variable {m : Type*} [Fintype m] [DecidableEq m]

/-- The Green's matrix `G(z) = (z - H)⁻¹`, for `z` not an eigenvalue of `H`. -/
def green (H : Matrix m m ℂ) (z : ℂ) : Matrix m m ℂ :=
  (z • (1 : Matrix m m ℂ) - H)⁻¹
```

A: Yes, with the sign convention $(z-H)^{-1}$. No $i\eta$ is added: the nodes, including the real ones ($r$, and for even $n$ also $-r$), will be assumed not to be eigenvalues. The letter `m` is the finite set labelling basis states, not a mass. The nodes and the average are the ones above.

```lean
/-- The `k`-th of `n ≥ 1` equally spaced nodes on the circle of radius `r`. -/
def node (r : ℝ) (n k : ℕ) : ℂ :=
  r * Complex.exp (2 * Real.pi * Complex.I * k / n)

/-- The rational filter `(1/n) ∑ z_k G(z_k)`, for `n ≥ 1` and nodes that are not eigenvalues. -/
def contourFilter (H : Matrix m m ℂ) (r : ℝ) (n : ℕ) : Matrix m m ℂ :=
  (n : ℂ)⁻¹ • ∑ k ∈ Finset.range n, node r n k • green H (node r n k)
```

Q: How is "no level on the circle" expressed?

```lean
/-- No eigenvalue of `H` has modulus `r`. -/
def AvoidsCircle (H : Matrix m m ℂ) (r : ℝ) : Prop :=
  ∀ (z : ℂ) (v : m → ℂ), v ≠ 0 → H *ᵥ v = z • v → ‖z‖ ≠ r
```

A: Through eigenvectors: whenever $Hv=zv$ with $v\neq0$, the modulus of $z$ is not $r$. Here `z` denotes an eigenvalue, whereas in `green` it is the point where the resolvent is evaluated. For Hermitian $H$ the condition says that neither $r$ nor $-r$ is a level, so no level sits on either edge of your window.

Q: What if a level does sit on an edge?

A: Take the $1\times1$ matrix $H=(-r)$. For every odd $n$ the filter is $1/(1-(-1)^n)=1/2$, so it cannot converge to a projector, whose only possible values here are 0 and 1. The limit theorem therefore has to exclude the eigenvalue $-r$.

Q: And is the target defined independently of the filter?

```lean
/-- The `i`-th vector of an orthonormal eigenbasis of the Hermitian matrix `H`. -/
def mode {H : Matrix m m ℂ} (hH : H.IsHermitian) (i : m) : m → ℂ :=
  (hH.eigenvectorBasis i).ofLp

/-- The sum of `|u_i⟩⟨u_i|` over the eigenvectors whose eigenvalue has modulus below `r`. -/
def insideProjector {H : Matrix m m ℂ} (hH : H.IsHermitian) (r : ℝ) : Matrix m m ℂ :=
  ∑ i with |hH.eigenvalues i| < r, vecMulVec (mode hH i) (star (mode hH i))
```

A: It is. `mode hH i` is the normalised $u_i$, and `insideProjector` is the sum $P$ written above; no contour enters its definition.

Q: Then take me through the proof.

A: The first two lemmas are the facts about the nodes. The second uses that $\omega$ is a primitive $n$-th root of unity, which gives $\omega^j\ne1$.

```lean
/-- For `n ≥ 1`, every node satisfies `z_k ^ n = r ^ n`. -/
theorem node_pow (r : ℝ) {n : ℕ} (hn : n ≠ 0) (k : ℕ) : node r n k ^ n = (r : ℂ) ^ n := by
  have hn' : (n : ℂ) ≠ 0 := Nat.cast_ne_zero.mpr hn
  rw [node, mul_pow, ← Complex.exp_nat_mul,
    show (n : ℂ) * (2 * Real.pi * Complex.I * k / n) = k * (2 * Real.pi * Complex.I) by
      field_simp,
    Complex.exp_nat_mul, Complex.exp_two_pi_mul_I, one_pow, mul_one]

/-- The `j`-th powers of the `n` nodes sum to zero when `0 < j < n`. -/
theorem sum_node_pow (r : ℝ) {n j : ℕ} (hj : 0 < j) (hjn : j < n) :
    ∑ k ∈ Finset.range n, node r n k ^ j = 0 := by
  have hζ := Complex.isPrimitiveRoot_exp n (by omega)
  set ζ := Complex.exp (2 * Real.pi * Complex.I / n) with hζdef
  have hnode : ∀ k, node r n k ^ j = (r : ℂ) ^ j * (ζ ^ j) ^ k := fun k => by
    have : node r n k = r * ζ ^ k := by
      rw [node, hζdef, ← Complex.exp_nat_mul]
      ring_nf
    rw [this, mul_pow, ← pow_mul, ← pow_mul, mul_comm k j]
  have hne : 1 - ζ ^ j ≠ 0 := fun h0 => by
    have := Nat.le_of_dvd hj (hζ.dvd_of_pow_eq_one j (sub_eq_zero.1 h0).symm)
    omega
  -- the geometric sum of a nontrivial root of unity vanishes
  have hg := mul_neg_geom_sum (ζ ^ j) n
  rw [← pow_mul, mul_comm j n, pow_mul, hζ.pow_eq_one, one_pow, sub_self] at hg
  rw [Finset.sum_congr rfl (fun k _ => hnode k), ← Finset.mul_sum,
    (mul_eq_zero.1 hg).resolve_left hne, mul_zero]
```

The telescoping identity comes from Mathlib's geometric sum for commuting elements, here $z\cdot1$ and $H$. The nonzero determinant says that $z$ is not an eigenvalue.

```lean
/-- If `z` is not an eigenvalue, `z G(z) (z ^ n - H ^ n)` is a polynomial in `H`. -/
theorem green_telescope (H : Matrix m m ℂ) (z : ℂ) (n : ℕ)
    (hz : (z • (1 : Matrix m m ℂ) - H).det ≠ 0) :
    z • green H z * (z ^ n • (1 : Matrix m m ℂ) - H ^ n) =
      ∑ j ∈ Finset.range n, z ^ (j + 1) • H ^ (n - 1 - j) := by
  have hg := ((Commute.one_left H).smul_left z).mul_geom_sum₂ n
  simp only [smul_pow, one_pow, smul_mul_assoc, one_mul] at hg
  rw [← hg, green, smul_mul_assoc, ← mul_assoc,
    nonsing_inv_mul _ (isUnit_iff_ne_zero.2 hz), one_mul, Finset.smul_sum]
  exact Finset.sum_congr rfl fun j _ => by rw [smul_smul, pow_succ']
```

The exact result needs no Hermiticity. In its proof, `hdet` shows that each node resolvent exists: a singular $z_k-H$ would have a null vector, hence an eigenvalue of modulus $r$. Then `key` is the averaged equation $F_n(r^n-H^n)=r^n$, and `h1` is the same equation divided by $r^n$.

```lean
/-- If no eigenvalue of `H` has modulus `r > 0` and `n ≥ 1`, then `1 - (H/r) ^ n` is invertible
and the contour filter is its inverse. -/
theorem contourFilter_eq_inv {H : Matrix m m ℂ} {r : ℝ} (hr : 0 < r) (h : AvoidsCircle H r)
    {n : ℕ} (hn : n ≠ 0) :
    IsUnit (1 - ((r : ℂ)⁻¹ • H) ^ n) ∧
      contourFilter H r n = (1 - ((r : ℂ)⁻¹ • H) ^ n)⁻¹ := by
  have hdet : ∀ k, (node r n k • (1 : Matrix m m ℂ) - H).det ≠ 0 := fun k h0 => by
    obtain ⟨v, hv0, hv⟩ := exists_mulVec_eq_zero_iff.2 h0
    rw [sub_mulVec, Matrix.smul_mulVec, one_mulVec, sub_eq_zero] at hv
    refine h _ v hv0 hv.symm ((pow_left_inj₀ (norm_nonneg _) hr.le hn).1 ?_)
    rw [← norm_pow, node_pow r hn, norm_pow, Complex.norm_real, Real.norm_of_nonneg hr.le]
  have hrn : (r : ℂ) ^ n ≠ 0 := pow_ne_zero _ (Complex.ofReal_ne_zero.2 hr.ne')
  -- averaging over the nodes leaves only the constant term
  have key : contourFilter H r n * ((r : ℂ) ^ n • (1 : Matrix m m ℂ) - H ^ n) =
      (r : ℂ) ^ n • (1 : Matrix m m ℂ) := by
    have hs : ∀ k ∈ Finset.range n, node r n k • green H (node r n k) *
        ((r : ℂ) ^ n • (1 : Matrix m m ℂ) - H ^ n) =
        ∑ j ∈ Finset.range n, node r n k ^ (j + 1) • H ^ (n - 1 - j) := fun k _ => by
      rw [← node_pow r hn k, green_telescope H _ n (hdet k)]
    rw [contourFilter, smul_mul_assoc, Finset.sum_mul, Finset.sum_congr rfl hs,
      Finset.sum_comm]
    simp_rw [← Finset.sum_smul]
    rw [Finset.sum_eq_single_of_mem (n - 1) (Finset.mem_range.2 (by omega))
      (fun j hj hne => by
        have := Finset.mem_range.1 hj
        rw [sum_node_pow r (by omega) (by omega), zero_smul]),
      show n - 1 + 1 = n by omega, Finset.sum_congr rfl (fun k _ => node_pow r hn k),
      Finset.sum_const, Finset.card_range, nsmul_eq_mul, Nat.sub_self, pow_zero, smul_smul,
      inv_mul_cancel_left₀ (Nat.cast_ne_zero.mpr hn)]
  have hA : 1 - ((r : ℂ)⁻¹ • H) ^ n =
      ((r : ℂ) ^ n)⁻¹ • ((r : ℂ) ^ n • (1 : Matrix m m ℂ) - H ^ n) := by
    rw [smul_pow, smul_sub, smul_smul, inv_mul_cancel₀ hrn, one_smul, inv_pow]
  have h1 : contourFilter H r n * (1 - ((r : ℂ)⁻¹ • H) ^ n) = 1 := by
    rw [hA, mul_smul_comm, key, smul_smul, inv_mul_cancel₀ hrn, one_smul]
  exact ⟨(isUnit_iff_isUnit_det _).2 (isUnit_det_of_left_inverse h1), (inv_eq_left_inv h1).symm⟩
```

Q: So invertibility of $1-(H/r)^n$ is a conclusion and not an assumption?

A: Yes, it is the first half of the theorem. The action on an eigenvector follows by applying $1-(H/r)^n$ to it, and the limit of the scalar factor is split into the two cases treated by hand.

```lean
/-- If no eigenvalue has modulus `r > 0` and `n ≥ 1`, the filter multiplies an eigenvector of
eigenvalue `z` by `1 / (1 - (z/r) ^ n)`. -/
theorem contourFilter_mulVec {H : Matrix m m ℂ} {r : ℝ} (hr : 0 < r) (h : AvoidsCircle H r)
    {n : ℕ} (hn : n ≠ 0) {z : ℂ} {v : m → ℂ} (hv0 : v ≠ 0) (hv : H *ᵥ v = z • v) :
    contourFilter H r n *ᵥ v = (1 - (z / r) ^ n)⁻¹ • v := by
  obtain ⟨hu, he⟩ := contourFilter_eq_inv hr h hn
  have hpow : ∀ k : ℕ, H ^ k *ᵥ v = z ^ k • v := fun k => by
    induction k with
    | zero => simp
    | succ k ih => rw [pow_succ, ← mulVec_mulVec, hv, mulVec_smul, ih, smul_smul, pow_succ']
  have hA : (1 - ((r : ℂ)⁻¹ • H) ^ n) *ᵥ v = (1 - (z / r) ^ n) • v := by
    rw [smul_pow, sub_mulVec, one_mulVec, Matrix.smul_mulVec, hpow, smul_smul, sub_smul,
      one_smul, div_eq_inv_mul, mul_pow]
  have hF : (1 - (z / r) ^ n) • (contourFilter H r n *ᵥ v) = v := by
    rw [← mulVec_smul, ← hA, mulVec_mulVec, he,
      nonsing_inv_mul _ ((isUnit_iff_isUnit_det _).1 hu), one_mulVec]
  have hc : 1 - (z / r) ^ n ≠ 0 := fun h0 => hv0 (by rw [← hF, h0, zero_smul])
  exact (eq_inv_smul_iff₀ hc).2 hF

/-- For `r > 0` and `|z| ≠ r`, the factor `1 / (1 - (z/r) ^ n)` tends to `1` inside the circle
and to `0` outside. -/
theorem factor_tendsto {r : ℝ} (hr : 0 < r) {z : ℂ} (hz : ‖z‖ ≠ r) :
    Tendsto (fun n : ℕ => (1 - (z / r) ^ n)⁻¹) atTop (𝓝 (if ‖z‖ < r then 1 else 0)) := by
  have hr0 : (r : ℂ) ≠ 0 := Complex.ofReal_ne_zero.2 hr.ne'
  have hnr : ‖(r : ℂ)‖ = r := by rw [Complex.norm_real, Real.norm_of_nonneg hr.le]
  by_cases hlt : ‖z‖ < r
  · have hq : ‖z / r‖ < 1 := by rwa [norm_div, hnr, div_lt_one hr]
    have ht := ((tendsto_pow_atTop_nhds_zero_of_norm_lt_one hq).const_sub 1).inv₀ (by simp)
    simpa [hlt] using ht
  · have hgt : r < ‖z‖ := lt_of_le_of_ne (not_lt.1 hlt) hz.symm
    have hz0 : z ≠ 0 := norm_pos_iff.1 (hr.trans hgt)
    have hp : ‖(r : ℂ) / z‖ < 1 := by rwa [norm_div, hnr, div_lt_one (hr.trans hgt)]
    have hp0 := tendsto_pow_atTop_nhds_zero_of_norm_lt_one hp
    have ht := hp0.mul ((hp0.sub_const 1).inv₀ (by simp))
    rw [zero_mul] at ht
    rw [if_neg hlt]
    -- outside the circle, expand in the inverse ratio r/z
    refine ht.congr fun n => ?_
    have hpq : ((r : ℂ) / z) ^ n * (z / r) ^ n = 1 := by
      rw [← mul_pow, div_mul_div_cancel₀ hz0, div_self hr0, one_pow]
    rw [show ((r : ℂ) / z) ^ n - 1 = (r / z) ^ n * (1 - (z / r) ^ n) by
      rw [mul_sub, hpq, mul_one], mul_inv,
      mul_inv_cancel_left₀ (pow_ne_zero _ (div_ne_zero hr0 hz0))]
```

Hermiticity enters with completeness, which is read off from the unitarity of the eigenvector matrix.

```lean
/-- The modes of a Hermitian matrix satisfy `H u_i = λ_i u_i` and resolve the identity. -/
theorem modes_complete {H : Matrix m m ℂ} (hH : H.IsHermitian) :
    (∀ i, H *ᵥ mode hH i = (hH.eigenvalues i : ℂ) • mode hH i) ∧
      ∑ i, vecMulVec (mode hH i) (star (mode hH i)) = 1 := by
  constructor
  · intro i
    ext a
    simpa [mode] using congrFun (hH.mulVec_eigenvectorBasis i) a
  · ext a b
    have h := congrFun (congrFun (mem_unitaryGroup_iff.mp hH.eigenvectorUnitary.2) a) b
    simpa [Matrix.mul_apply, Matrix.star_apply, IsHermitian.eigenvectorUnitary_apply, mode,
      vecMulVec_apply, Matrix.sum_apply] using h
```

The limit theorem inserts this resolution of the identity (`hexp`), takes the limit on each mode (`hmode`) and adds the finitely many terms.

```lean
/-- For Hermitian `H` with no eigenvalue of modulus `r > 0`, the contour filter converges to
`insideProjector` as the number of nodes grows. -/
theorem contourFilter_tendsto {H : Matrix m m ℂ} (hH : H.IsHermitian) {r : ℝ} (hr : 0 < r)
    (h : AvoidsCircle H r) :
    Tendsto (fun n => contourFilter H r n) atTop (𝓝 (insideProjector hH r)) := by
  have hmode : ∀ i, Tendsto (fun n => contourFilter H r n *ᵥ mode hH i) atTop
      (𝓝 ((if ‖(hH.eigenvalues i : ℂ)‖ < r then (1 : ℂ) else 0) • mode hH i)) := fun i => by
    by_cases h0 : mode hH i = 0
    · simp [h0]
    · have hi := (modes_complete hH).1 i
      refine ((factor_tendsto hr (h _ _ h0 hi)).smul_const (mode hH i)).congr' ?_
      filter_upwards [eventually_ne_atTop 0] with n hn
      exact (contourFilter_mulVec hr h hn h0 hi).symm
  -- insert the resolution of the identity
  have hexp : ∀ n, ∑ i, vecMulVec (contourFilter H r n *ᵥ mode hH i) (star (mode hH i)) =
      contourFilter H r n := fun n => by
    simp_rw [← mul_vecMulVec]
    rw [← Finset.mul_sum, (modes_complete hH).2, mul_one]
  have hP : insideProjector hH r = ∑ i, vecMulVec
      ((if ‖(hH.eigenvalues i : ℂ)‖ < r then (1 : ℂ) else 0) • mode hH i)
      (star (mode hH i)) := by
    rw [insideProjector, Finset.sum_filter]
    refine Finset.sum_congr rfl fun i _ => ?_
    rw [Complex.norm_real, Real.norm_eq_abs]
    split_ifs <;> simp
  rw [hP]
  refine Tendsto.congr hexp (tendsto_finsetSum _ fun i _ => ?_)
  have hc : Continuous fun w : m → ℂ => vecMulVec w (star (mode hH i)) :=
    continuous_id.matrix_vecMulVec continuous_const
  exact (hc.tendsto _).comp (hmode i)
```

Q: In what sense does it converge, and how fast?

A: Entry by entry, which for a finite matrix is the same as in norm. The theorem states no rate, though the factor $1/(1-(z/r)^n)$ suggests slow convergence for levels close to an edge.

Q: I would still like to know that `insideProjector` deserves its name.

A: The last theorem settles that: it is Hermitian, squares to itself, keeps eigenvectors inside the circle and annihilates the others. For $Hv=zv$, both $Pv$ and the limiting factor times $v$ are limits of $F_nv$, so they agree. In particular $Pu_i=u_i$ for each retained mode, and summing over these gives $P^2=P$. Hermiticity is visible term by term.

```lean
/-- For Hermitian `H` with no eigenvalue of modulus `r > 0`, `insideProjector` is Hermitian and
idempotent, keeps eigenvectors with `|z| < r` and annihilates the other eigenvectors. -/
theorem insideProjector_isProjector {H : Matrix m m ℂ} (hH : H.IsHermitian) {r : ℝ}
    (hr : 0 < r) (h : AvoidsCircle H r) :
    (insideProjector hH r).IsHermitian ∧
      insideProjector hH r * insideProjector hH r = insideProjector hH r ∧
      ∀ (z : ℂ) (v : m → ℂ), H *ᵥ v = z • v →
        insideProjector hH r *ᵥ v = if ‖z‖ < r then v else 0 := by
  have hact : ∀ (z : ℂ) (v : m → ℂ), H *ᵥ v = z • v →
      insideProjector hH r *ᵥ v = if ‖z‖ < r then v else 0 := fun z v hv => by
    by_cases h0 : v = 0
    · simp [h0]
    · have hc : Continuous fun M : Matrix m m ℂ => M *ᵥ v :=
        continuous_id.matrix_mulVec continuous_const
      have h1 := (hc.tendsto _).comp (contourFilter_tendsto hH hr h)
      have h2 := (factor_tendsto hr (h z v h0 hv)).smul_const v
      -- both expressions are the limit of the filtered vector
      have h3 := tendsto_nhds_unique h1 (h2.congr' (by
        filter_upwards [eventually_ne_atTop 0] with n hn
        exact (contourFilter_mulVec hr h hn h0 hv).symm))
      rw [h3]
      split_ifs <;> simp
  refine ⟨?_, ?_, hact⟩
  · rw [IsHermitian, insideProjector, conjTranspose_sum]
    refine Finset.sum_congr rfl fun i _ => ?_
    ext a b
    simp [vecMulVec_apply, conjTranspose_apply, mul_comm]
  · conv_lhs => rw [insideProjector, Finset.mul_sum]
    refine Finset.sum_congr rfl fun i hi => ?_
    have hlt : ‖(hH.eigenvalues i : ℂ)‖ < r := by
      rw [Complex.norm_real, Real.norm_eq_abs]
      exact (Finset.mem_filter.1 hi).2
    have hPi := hact _ _ ((modes_complete hH).1 i)
    rw [if_pos hlt, insideProjector] at hPi
    rw [mul_vecMulVec, hPi]

end

end ContourFilter
```

```lean
#print axioms ContourFilter.insideProjector_isProjector
```

```
'ContourFilter.insideProjector_isProjector' depends on axioms: [propext, Classical.choice, Quot.sound]
```

Q: What may I use it for?

A: Take non-interacting electrons and a finite Hamiltonian matrix in an orthonormal basis of spin orbitals. If the window holds exactly the levels that are occupied, all of them fully, $P$ is the zero-temperature one-particle density matrix. The theorems do not choose the window or a sufficient $n$ for you, and they do not cover the replacement of the molecule's one-electron Hamiltonian, which acts on an infinite-dimensional space, by that finite matrix.
